# One-body operators do not couple distinct closed-shell determinants built from one orthonormal orbital set

Let φ_i be orthonormal spatial orbitals on a finite set X, and let S ≠ T be two sets of n orbital indices each. Let Φ_S be the 2n-electron Slater determinant in which every orbital of S is occupied with both spins, and Φ_T the same for T. Let h be any complex matrix on space and spin, and h_i its action on electron i. Then

⟨Φ_S, Σ_i h_i Φ_T⟩ = 0,

and both determinants have unit norm. The matrix h may flip spin and need not be Hermitian. This is an instance of the vanishing case of the one-electron Slater-Condon rule; diagonal elements, single replacements and two-electron operators are not treated.

## Two missing orbitals against one active electron

Take N electrons labelled k, each with a coordinate x_k in a finite set Y, and the bracket ⟨u, v⟩ = Σ conj(u) v summed over all arguments. For orbitals f_k the Hartree product is P[f](x) = Π_k f_k(x_k). The sum over configurations x factorises electron by electron:

⟨P[f], P[g]⟩ = Π_k ⟨f_k, g_k⟩.

The operator acts as (h_i Ψ)(x) = Σ_y h(x_i, y) Ψ(x with x_i → y), so on a product it changes only factor i:

Σ_i h_i P[g] = Σ_i P[g with g_i → h g_i].

With c = 1/√N!, the Leibniz formula expands the determinant over permutations σ of the labels:

Φ[f] = c det[f_i(x_j)] = c Σ_σ sgn(σ) P[f∘σ], where (f∘σ)_k = f_σ(k).

Expanding bra and ket gives

⟨Φ[f], Σ_i h_i Φ[g]⟩ = c² Σ_σ Σ_τ sgn(σ) sgn(τ) Σ_i ⟨f_σ(i), h g_τ(i)⟩ Π_(k≠i) ⟨f_σ(k), g_τ(k)⟩.

Suppose f_p and f_q, with p ≠ q, are orthogonal to every g_k. In the term (σ, τ, i) they sit on the electrons σ⁻¹(p) and σ⁻¹(q). These are different, so at least one is not i and contributes a plain overlap equal to zero. Every term vanishes.

For the norm, take g = f orthonormal and no operator. Then Π_k ⟨f_σ(k), f_τ(k)⟩ is 1 for σ = τ and 0 otherwise, which leaves N! terms equal to c² = 1/N!, with sum 1.

For closed shells a coordinate is a pair (r, ω) with r in X and spin ω in {0, 1}. The spin orbital u^s has values u(r) δ_ωs, and summing over ω gives

⟨u^s, v^t⟩ = δ_st ⟨u, v⟩.

If S were contained in T, equal size would force S = T, so some i in S is missing from T. Then ⟨φ_i, φ_j⟩ = 0 for all j in T, both φ_i^0 and φ_i^1 are orthogonal to every ket orbital, and they serve as f_p and f_q.

## Wavefunctions, determinants and the operator in Lean

The type `κ` labels electrons, `Y` holds one-electron coordinates, `X` spatial points and `ι` orbital indices. A wavefunction is a complex function of the configuration `κ → Y`.

```lean
import Mathlib

open Finset Matrix ComplexConjugate

namespace ClosedShellOneBody

noncomputable section

variable {κ Y X ι : Type*} [Fintype κ] [DecidableEq κ] [Fintype Y] [Fintype X] [DecidableEq ι]
```

The bracket conjugates its first argument and carries no weights. Thus X stands for lattice sites or an orthonormal one-particle basis; continuous space and non-orthogonal basis functions are not modelled.

```lean
/-- The bracket `⟨u, v⟩` of two wavefunctions on a finite coordinate set. -/
def braket {Z : Type*} [Fintype Z] (u v : Z → ℂ) : ℂ := ∑ z, conj (u z) * v z
```

Orthonormality is assumed, not derived. It is the property that eigenvectors of a Hermitian one-electron matrix can be chosen to have.

```lean
/-- A family of orbitals is orthonormal if `⟨φ_i, φ_j⟩ = δ_ij`. -/
def IsOrthonormal (φ : ι → X → ℂ) : Prop :=
  ∀ i j, braket (φ i) (φ j) = if i = j then 1 else 0
```

Orbitals and electrons share the labels `κ`. In the determinant rows are orbitals and columns electrons, and `slaterNorm` is the constant c.

```lean
/-- Hartree product: electron `k` occupies orbital `f k`. -/
def prodState (f : κ → Y → ℂ) : (κ → Y) → ℂ := fun x => ∏ k, f k (x k)

/-- The normalisation constant `1/√N!`. -/
def slaterNorm (N : ℕ) : ℂ := (((Real.sqrt (N.factorial : ℝ))⁻¹ : ℝ) : ℂ)

/-- The Slater determinant `(1/√N!) det [f_i(x_j)]`. -/
def slater (f : κ → Y → ℂ) : (κ → Y) → ℂ :=
  fun x => slaterNorm (Fintype.card κ) * det (Matrix.of fun i j => f i (x j))
```

In `oneBody`, the configuration with x_i → y is `Function.update x i y`, and the same `h` acts on every electron.

```lean
/-- The one-body operator `∑_i h_i`, where `h_i` acts with kernel `h` on electron `i`. -/
def oneBody (h : Matrix Y Y ℂ) (Ψ : (κ → Y) → ℂ) : (κ → Y) → ℂ :=
  fun x => ∑ i, ∑ y, h (x i) y * Ψ (Function.update x i y)
```

Spin is `Fin 2`. A closed shell has the 2n labels `Fin n × Fin 2`, and label (a, s) carries orbital number a of S with spin s. The bijection `e : Fin n ≃ S` fixes the order of the orbitals and also forces S to have n elements.

```lean
/-- The spin orbital with spatial part `u` and spin projection `s`. -/
def spinOrb (u : X → ℂ) (s : Fin 2) : X × Fin 2 → ℂ :=
  fun z => if z.2 = s then u z.1 else 0

/-- The `2n`-electron determinant in which each orbital of `S`, listed in the order `e`,
is occupied with both spins. -/
def closedShell {n : ℕ} (φ : ι → X → ℂ) (S : Finset ι) (e : Fin n ≃ S) :
    (Fin n × Fin 2 → X × Fin 2) → ℂ :=
  slater fun k : Fin n × Fin 2 => spinOrb (φ (e k.1)) k.2
```

## Products and the Leibniz expansion

`braket_sum` pulls coefficients out of both slots of the bracket, conjugating those of the bra.

```lean
/-- The bracket of two superpositions expands sesquilinearly. -/
theorem braket_sum {Z α : Type*} [Fintype Z] [Fintype α] (c d : α → ℂ) (u v : α → Z → ℂ) :
    braket (fun x => ∑ a, c a * u a x) (fun x => ∑ b, d b * v b x)
      = ∑ a, ∑ b, conj (c a) * d b * braket (u a) (v b) := by
  simp only [braket, map_sum, map_mul, Finset.sum_mul_sum]
  simp only [Finset.mul_sum]
  rw [Finset.sum_comm]
  refine Finset.sum_congr rfl fun a _ => ?_
  rw [Finset.sum_comm]
  exact Finset.sum_congr rfl fun b _ => Finset.sum_congr rfl fun z _ => by ring
```

The factorisation over electrons is `Fintype.prod_sum`, which exchanges a product of sums for a sum over configurations.

```lean
/-- The overlap of two Hartree products is the product of the orbital overlaps. -/
theorem braket_prodState (f g : κ → Y → ℂ) :
    braket (prodState f) (prodState g) = ∏ k, braket (f k) (g k) := by
  simp only [braket, prodState, map_prod, ← Finset.prod_mul_distrib]
  exact (Fintype.prod_sum (fun k y => conj (f k y) * g k y)).symm
```

In `oneBody_prodState`, the steps `h1` and `h2` split factor i from the product over `univ.erase i`; the remaining sum over y is the matrix-vector product `h *ᵥ g i`.

```lean
/-- A one-body operator turns a Hartree product into a sum of products, each with one
orbital `g_i` replaced by `h g_i`. -/
theorem oneBody_prodState (h : Matrix Y Y ℂ) (g : κ → Y → ℂ) :
    oneBody h (prodState g)
      = fun x => ∑ i, prodState (Function.update g i (h *ᵥ g i)) x := by
  funext x
  refine Finset.sum_congr rfl fun i _ => ?_
  have h1 : ∀ y, prodState g (Function.update x i y)
      = g i y * ∏ k ∈ univ.erase i, g k (x k) := by
    intro y
    rw [prodState, ← Finset.mul_prod_erase _ _ (mem_univ i), Function.update_self]
    congr 1
    exact Finset.prod_congr rfl fun k hk => by
      rw [Function.update_of_ne (Finset.ne_of_mem_erase hk)]
  have h2 : prodState (Function.update g i (h *ᵥ g i)) x
      = (h *ᵥ g i) (x i) * ∏ k ∈ univ.erase i, g k (x k) := by
    rw [prodState, ← Finset.mul_prod_erase _ _ (mem_univ i), Function.update_self]
    congr 1
    exact Finset.prod_congr rfl fun k hk => by
      rw [Function.update_of_ne (Finset.ne_of_mem_erase hk)]
  rw [h2]
  simp only [h1, Matrix.mulVec, dotProduct, Finset.sum_mul, mul_assoc]
```

`slater_expand` is the Leibniz formula with c sgn(σ) as the coefficient of each product.

```lean
omit [Fintype Y] in
/-- A Slater determinant is the signed sum of Hartree products over all permutations. -/
theorem slater_expand (f : κ → Y → ℂ) :
    slater f = fun x => ∑ σ : Equiv.Perm κ,
      (slaterNorm (Fintype.card κ) * ((Equiv.Perm.sign σ : ℤ) : ℂ))
        * prodState (fun k => f (σ k)) x := by
  funext x
  simp only [slater, Matrix.det_apply', Finset.mul_sum, prodState, Matrix.of_apply, mul_assoc]
```

## The general vanishing rule and the norm

The theorem `slater_oneBody_eq_zero` asks only that `f p` and `f q` be orthogonal to all of `g`; neither family has to be orthonormal. The step `hlin` is linearity of the operator, `hsum` is additivity of the bracket in the ket, and `key` treats one pair (σ, τ). The case split on `σ.symm p = i` is the argument above: if h acts on the electron carrying f_p, the zero comes from f_q, and otherwise from f_p.

```lean
/-- If two orbitals of the bra determinant are orthogonal to every orbital of the ket
determinant, the matrix element of any one-body operator vanishes. -/
theorem slater_oneBody_eq_zero (h : Matrix Y Y ℂ) (f g : κ → Y → ℂ) (p q : κ) (hpq : p ≠ q)
    (hp : ∀ k, braket (f p) (g k) = 0) (hq : ∀ k, braket (f q) (g k) = 0) :
    braket (slater f) (oneBody h (slater g)) = 0 := by
  have hlin : ∀ (c : Equiv.Perm κ → ℂ) (Ψ : Equiv.Perm κ → (κ → Y) → ℂ),
      oneBody h (fun x => ∑ a, c a * Ψ a x) = fun x => ∑ a, c a * oneBody h (Ψ a) x := by
    intro c Ψ
    funext x
    simp only [oneBody, Finset.mul_sum]
    symm
    rw [Finset.sum_comm]
    refine Finset.sum_congr rfl fun i _ => ?_
    rw [Finset.sum_comm]
    exact Finset.sum_congr rfl fun y _ => Finset.sum_congr rfl fun a _ => by ring
  have hsum : ∀ (u : (κ → Y) → ℂ) (v : κ → (κ → Y) → ℂ),
      braket u (fun x => ∑ i, v i x) = ∑ i, braket u (v i) := by
    intro u v
    simp only [braket, Finset.mul_sum]
    exact Finset.sum_comm
  have key : ∀ σ τ : Equiv.Perm κ, braket (prodState fun k => f (σ k))
      (oneBody h (prodState fun k => g (τ k))) = 0 := by
    intro σ τ
    rw [oneBody_prodState, hsum]
    refine Finset.sum_eq_zero fun i _ => (braket_prodState _ _).trans ?_
    -- `h_i` touches one electron only, so `f p` or `f q` meets an unchanged ket orbital
    by_cases hi : σ.symm p = i
    · have hne : σ.symm q ≠ i := fun h' => hpq (σ.symm.injective (hi.trans h'.symm))
      refine Finset.prod_eq_zero (mem_univ (σ.symm q)) ?_
      simp only [Function.update_of_ne hne, Equiv.apply_symm_apply]
      exact hq _
    · refine Finset.prod_eq_zero (mem_univ (σ.symm p)) ?_
      simp only [Function.update_of_ne hi, Equiv.apply_symm_apply]
      exact hp _
  rw [slater_expand f, slater_expand g, hlin, braket_sum]
  exact Finset.sum_eq_zero fun σ _ => Finset.sum_eq_zero fun τ _ =>
    mul_eq_zero_of_right _ (key σ τ)
```

For the norm, `key` gives δ_στ by finding a label with σ(k) ≠ τ(k), `hs` gives |c sgn(σ)|² = 1/N!, and `Fintype.card_perm` counts the N! surviving terms.

```lean
/-- The Slater determinant of orthonormal orbitals has unit norm. -/
theorem slater_normalized (f : κ → Y → ℂ) (hf : IsOrthonormal f) :
    braket (slater f) (slater f) = 1 := by
  have hf' : ∀ i j, braket (f i) (f j) = if i = j then 1 else 0 := hf
  -- products belonging to different permutations are orthogonal
  have key : ∀ σ τ : Equiv.Perm κ, braket (prodState fun k => f (σ k))
      (prodState fun k => f (τ k)) = if σ = τ then 1 else 0 := by
    intro σ τ
    rw [braket_prodState]
    simp only [hf']
    by_cases h : σ = τ
    · subst h
      simp
    · rw [if_neg h]
      obtain ⟨k, hk⟩ : ∃ k, σ k ≠ τ k := by
        by_contra hc
        exact h (Equiv.ext fun k => by_contra fun hk => hc ⟨k, hk⟩)
      exact Finset.prod_eq_zero (mem_univ k) (if_neg hk)
  have hs : ∀ σ : Equiv.Perm κ,
      conj (slaterNorm (Fintype.card κ) * ((Equiv.Perm.sign σ : ℤ) : ℂ))
        * (slaterNorm (Fintype.card κ) * ((Equiv.Perm.sign σ : ℤ) : ℂ))
        = ((Fintype.card κ).factorial : ℂ)⁻¹ := by
    intro σ
    have h1 : ((Equiv.Perm.sign σ : ℤ) : ℂ) * ((Equiv.Perm.sign σ : ℤ) : ℂ) = 1 := by
      rw [← Int.cast_mul, ← Units.val_mul, Int.units_mul_self]
      simp
    have h2 : slaterNorm (Fintype.card κ) * slaterNorm (Fintype.card κ)
        = ((Fintype.card κ).factorial : ℂ)⁻¹ := by
      rw [slaterNorm, ← Complex.ofReal_mul, ← mul_inv, Real.mul_self_sqrt (Nat.cast_nonneg _)]
      simp
    have h3 : conj (slaterNorm (Fintype.card κ)) = slaterNorm (Fintype.card κ) :=
      Complex.conj_ofReal _
    rw [map_mul, h3, map_intCast]
    linear_combination (((Equiv.Perm.sign σ : ℤ) : ℂ) * ((Equiv.Perm.sign σ : ℤ) : ℂ)) * h2
      + ((Fintype.card κ).factorial : ℂ)⁻¹ * h1
  rw [slater_expand]
  refine (braket_sum _ _ (fun σ : Equiv.Perm κ => prodState fun k => f (σ k))
    (fun τ : Equiv.Perm κ => prodState fun k => f (τ k))).trans ?_
  simp only [key, hs, mul_ite, mul_one, mul_zero, Finset.sum_ite_eq, mem_univ, if_true]
  rw [Finset.sum_const, Finset.card_univ, Fintype.card_perm, nsmul_eq_mul]
  exact mul_inv_cancel₀ (by exact_mod_cast Nat.factorial_ne_zero _)
```

## Doubly occupied orbitals

The spin-orbital overlap is checked in the four cases of (s, t).

```lean
/-- The overlap of two spin orbitals is the spatial overlap for equal spins and zero for
opposite spins. -/
theorem braket_spinOrb (u v : X → ℂ) (s t : Fin 2) :
    braket (spinOrb u s) (spinOrb v t) = if s = t then braket u v else 0 := by
  fin_cases s <;> fin_cases t <;>
    simp [braket, spinOrb, Fintype.sum_prod_type]
```

The overlap of labels (a, s) and (b, t) is then δ_st δ_ab, so the 2n spin orbitals are orthonormal. The unit norm shows that the zero below is not caused by a vanishing determinant.

```lean
/-- The doubly occupied determinant of orthonormal spatial orbitals has unit norm. -/
theorem closedShell_normalized {n : ℕ} (φ : ι → X → ℂ) (hφ : IsOrthonormal φ)
    (S : Finset ι) (e : Fin n ≃ S) :
    braket (closedShell φ S e) (closedShell φ S e) = 1 := by
  have hφ' : ∀ i j, braket (φ i) (φ j) = if i = j then 1 else 0 := hφ
  refine slater_normalized _ ?_
  rintro ⟨a, s⟩ ⟨b, t⟩
  simp only [braket_spinOrb, hφ']
  by_cases h1 : a = b <;> by_cases h2 : s = t <;> simp [h1, h2]
```

The main theorem reads: for orthonormal `φ`, any enumerations `eS` and `eT` of the same length n, `S ≠ T`, and any `h` on `X × Fin 2`, the matrix element is zero. The proof obtains i in S but not in T, shows in `hz` that φ_i with either spin is orthogonal to every ket orbital, and applies the general rule with p and q the two labels that place φ_i with spin 0 and spin 1.

```lean
/-- For orthonormal spatial orbitals and distinct `n`-element sets `S`, `T`, every one-body
operator on space and spin has zero matrix element between the doubly occupied determinants. -/
theorem closedShell_oneBody_eq_zero {n : ℕ} (φ : ι → X → ℂ) (hφ : IsOrthonormal φ)
    (S T : Finset ι) (eS : Fin n ≃ S) (eT : Fin n ≃ T) (hST : S ≠ T)
    (h : Matrix (X × Fin 2) (X × Fin 2) ℂ) :
    braket (closedShell φ S eS) (oneBody h (closedShell φ T eT)) = 0 := by
  have hφ' : ∀ i j, braket (φ i) (φ j) = if i = j then 1 else 0 := hφ
  have hS : S.card = n := by simpa using (Fintype.card_congr eS).symm
  have hT : T.card = n := by simpa using (Fintype.card_congr eT).symm
  -- equal size and `S ≠ T` give an orbital of `S` missing from `T`
  obtain ⟨i, hi, hiT⟩ : ∃ i, i ∈ S ∧ i ∉ T := by
    by_contra hc
    exact hST (Finset.eq_of_subset_of_card_le
      (fun i hi => by_contra fun hn => hc ⟨i, hi, hn⟩) (by omega))
  have hz : ∀ (s : Fin 2) (k : Fin n × Fin 2),
      braket (spinOrb (φ i) s) (spinOrb (φ (eT k.1)) k.2) = 0 := by
    intro s k
    have hne : i ≠ (eT k.1 : ι) := fun hh => hiT (by rw [hh]; exact (eT k.1).2)
    rw [braket_spinOrb, hφ', if_neg hne, ite_self]
  -- both of its spin orbitals are orthogonal to the whole ket
  refine slater_oneBody_eq_zero h _ _ (eS.symm ⟨i, hi⟩, 0) (eS.symm ⟨i, hi⟩, 1) (by simp)
    (fun k => ?_) (fun k => ?_)
  · simpa only [Equiv.apply_symm_apply] using hz 0 k
  · simpa only [Equiv.apply_symm_apply] using hz 1 k
```

## Two electrons on two sites, and determinant codes

For n = 0 both sets are empty, so the first case with content is n = 1. The last theorem shows that φ_0 = (3/5, 4/5) and φ_1 = (−4/5, 3/5) are orthonormal.

```lean
/-- The two-site orbitals `(3/5, 4/5)` and `(-4/5, 3/5)` are orthonormal. -/
theorem orthonormal_witness :
    IsOrthonormal (![![3 / 5, 4 / 5], ![-4 / 5, 3 / 5]] : Fin 2 → Fin 2 → ℂ) := by
  intro i j
  fin_cases i <;> fin_cases j <;> simp [braket, Fin.sum_univ_two, map_ofNat] <;> norm_num

end

end ClosedShellOneBody
```

```lean
#print axioms ClosedShellOneBody.closedShell_normalized
-- 'ClosedShellOneBody.closedShell_normalized' depends on axioms: [propext, Classical.choice, Quot.sound]
#print axioms ClosedShellOneBody.closedShell_oneBody_eq_zero
-- 'ClosedShellOneBody.closedShell_oneBody_eq_zero' depends on axioms: [propext, Classical.choice, Quot.sound]
```

With S = {0}, T = {1} and electrons at (r, ω) and (r′, ω′),

Φ_S = φ_0(r) φ_0(r′) (δ_ω0 δ_ω′1 − δ_ω1 δ_ω′0)/√2,

and Φ_T has φ_1 in place of φ_0. Whichever electron h acts on, the other supplies either opposite spins or ⟨φ_0, φ_1⟩ = −12/25 + 12/25 = 0.

What follows describes practice and is not among the theorems. A configuration-interaction program in a finite orthonormal orbital basis can store a determinant as one occupation bit string per spin and count the spin orbitals occupied in the bra but empty in the ket; when the count is two or more, the one-electron contribution is skipped. Between closed shells the count is twice the number of orbitals in S but not in T, so in a finite expansion restricted to doubly occupied determinants built from one orthonormal orbital set the one-electron part of the Hamiltonian matrix is diagonal, and any coupling comes from the electron-electron interaction.
